# Richardson iteration for positive definite $S$: the step $2/(m+M)$ uniquely minimises the largest mode factor

## Operator, spectrum and update

$E$ is an inner product space over $\mathbb{R}$ or $\mathbb{C}$, with `inner 𝕜 u v` $=\langle u,v\rangle$ conjugate-linear in $u$, and $S$ is linear on $E$. For a finite non-orthogonal basis $\{\chi_\mu\}$, $S_{\mu\nu}=\langle\chi_\mu|\chi_\nu\rangle$ acts on coefficient vectors, and $\|\cdot\|$ is their Euclidean norm, not the norm of the function they represent.

```lean
import Mathlib

open Module

namespace RichardsonStep

variable {𝕜 E : Type*} [RCLike 𝕜] [NormedAddCommGroup E] [InnerProductSpace 𝕜 E]
```

`IsPosDef` joins two conditions: $\langle Su,v\rangle=\langle u,Sv\rangle$, and $\operatorname{Re}\langle v,Sv\rangle>0$ for $v\neq0$.

```lean
/-- `S` is positive definite: Hermitian, with `Re ⟨v, S v⟩ > 0` for every nonzero `v`. -/
def IsPosDef (S : E →ₗ[𝕜] E) : Prop :=
  S.IsSymmetric ∧ ∀ v : E, v ≠ 0 → 0 < RCLike.re (inner 𝕜 v (S v))
```

`eigs S` holds the real $s$ with $Sv=sv$ for some $v\ne0$; continuous spectrum is not included.

```lean
/-- The real eigenvalues of `S`. -/
def eigs (S : E →ₗ[𝕜] E) : Set ℝ :=
  {s | ∃ v : E, v ≠ 0 ∧ S v = (s : 𝕜) • v}
```

For a real step length $a$, `modeFactors S a` holds the numbers $|1-as|$ with $s$ a real eigenvalue (for Hermitian $S$ every eigenvalue is real, and "eigenvalue" below means a member of `eigs S`).

```lean
/-- The numbers `|1 - a s|` with `s` running over the real eigenvalues of `S`. -/
def modeFactors (S : E →ₗ[𝕜] E) (a : ℝ) : Set ℝ :=
  {r | ∃ s ∈ eigs S, r = |1 - a * s|}
```

`step S a b` is the update $x\mapsto x+a(b-Sx)$ for $Sx=b$, with the same real $a$ at every iteration; complex or varying steps are not covered.

```lean
/-- One Richardson update `x ↦ x + a (b - S x)` for the system `S x = b`. -/
def step (S : E →ₗ[𝕜] E) (a : ℝ) (b x : E) : E :=
  x + (a : 𝕜) • (b - S x)
```

Below, $m$ and $M$ are the least and greatest eigenvalues, $r$ is the greatest mode factor, and $\rho=(M-m)/(M+m)$. The counterexamples for weakened hypotheses are illustrations and are not proved in Lean.

## The quadratic form is positive

For an overlap matrix, $\langle v,Sv\rangle=\langle\phi|\phi\rangle$ with $\phi=\sum_\mu v_\mu\chi_\mu$ the represented function, so positivity is linear independence of the basis. On an eigenvector, $0<\operatorname{Re}\langle v,Sv\rangle=s\|v\|^2$ gives $s>0$. The rewrite in `eig_pos` produces this inequality from `hS.2`, and `nlinarith` excludes $s\le0$. Every later use of positive definiteness of the form passes through this lemma.

```lean
/-- Every real eigenvalue of a positive definite operator is positive. -/
theorem eig_pos {S : E →ₗ[𝕜] E} (hS : IsPosDef S) {s : ℝ} (hs : s ∈ eigs S) : 0 < s := by
  obtain ⟨v, hv, h⟩ := hs
  have h1 := hS.2 v hv
  rw [h, inner_smul_right, inner_self_eq_norm_sq_to_K, ← RCLike.ofReal_pow,
    ← RCLike.ofReal_mul, RCLike.ofReal_re] at h1
  by_contra hneg
  nlinarith [sq_nonneg ‖v‖, not_lt.mp hneg]
```

## The extreme eigenvalues exist

`IsLeast (eigs S) m` and `IsGreatest (eigs S) M` say that $m$ and $M$ are eigenvalues and bound all the others. They are assumed, although a Hermitian matrix of size at least one always has them. Since $1-as$ is monotone in $s$, it lies between $1-am$ and $1-aM$, so
$$r=\max(|1-am|,|1-aM|).$$
In `worst_factor`, membership (`hm.1`, `hM.1`) makes the maximum a mode factor, and the bounds (`hm.2`, `hM.2`) give the sandwich, split on the sign of $a$. If $m$ and $M$ only enclosed the spectrum, the maximum would only bound $r$ from above: with the single eigenvalue $2$, $m=1$, $M=3$ and $a=1/2$, one has $r=0<\rho=1/2$.

```lean
/-- With smallest and largest real eigenvalues `m` and `M`, the largest `|1 - a s|` over the real
eigenvalues is `max |1 - a m| |1 - a M|`. -/
theorem worst_factor {S : E →ₗ[𝕜] E} {m M : ℝ} (hm : IsLeast (eigs S) m)
    (hM : IsGreatest (eigs S) M) (a : ℝ) :
    IsGreatest (modeFactors S a) (max |1 - a * m| |1 - a * M|) := by
  constructor
  · rcases le_total |1 - a * m| |1 - a * M| with h | h
    · exact ⟨M, hM.1, max_eq_right h⟩
    · exact ⟨m, hm.1, max_eq_left h⟩
  · rintro _ ⟨s, hs, rfl⟩
    have h1 : m ≤ s := hm.2 hs
    have h2 : s ≤ M := hM.2 hs
    have l1 := le_max_left |1 - a * m| |1 - a * M|
    have l2 := le_max_right |1 - a * m| |1 - a * M|
    have l3 := le_abs_self (1 - a * m)
    have l4 := neg_abs_le (1 - a * m)
    have l5 := le_abs_self (1 - a * M)
    have l6 := neg_abs_le (1 - a * M)
    -- `1 - a s` lies between its values at `m` and at `M`
    rcases le_total 0 a with ha | ha
    · have p1 := mul_le_mul_of_nonneg_left h1 ha
      have p2 := mul_le_mul_of_nonneg_left h2 ha
      refine abs_le.mpr ⟨?_, ?_⟩ <;> linarith
    · have p1 := mul_le_mul_of_nonpos_left h1 ha
      have p2 := mul_le_mul_of_nonpos_left h2 ha
      refine abs_le.mpr ⟨?_, ?_⟩ <;> linarith
```

## The signs $0<m\le M$ fix the bound and the step

From $r\ge1-am$ and $r\ge aM-1$ (`h1`, `h2`), multiplying by $M>0$ and $m>0$ and adding,
$$(M+m)\,r\ge M(1-am)+m(aM-1)=M-m .$$
If $r=\rho$, then $(1-am)(M+m)\le M-m$ gives $2m\le am(m+M)$, which is `u2`, and $(aM-1)(M+m)\le M-m$ gives $aM(m+M)\le2M$, which is `u1`. Cancelling $m$ and $M$ forces $a(m+M)=2$. Conversely, $a=2/(m+M)$ gives $1-am=\rho$ and $1-aM=-\rho$ (`e1`, `e2`), with $\rho\ge0$.

```lean
/-- For `0 < m ≤ M` and real `a`, `max |1 - a m| |1 - a M| ≥ (M - m)/(M + m)`, with
equality exactly for `a = 2/(m + M)`. -/
theorem two_point_minimax {m M : ℝ} (hm : 0 < m) (hmM : m ≤ M) (a : ℝ) :
    (M - m) / (M + m) ≤ max |1 - a * m| |1 - a * M| ∧
      (max |1 - a * m| |1 - a * M| = (M - m) / (M + m) ↔ a = 2 / (m + M)) := by
  have hM : 0 < M := lt_of_lt_of_le hm hmM
  have hD : 0 < M + m := by positivity
  have hD' : 0 < m + M := by positivity
  have h1 : 1 - a * m ≤ max |1 - a * m| |1 - a * M| :=
    (le_abs_self _).trans (le_max_left _ _)
  have h2 : -(1 - a * M) ≤ max |1 - a * m| |1 - a * M| :=
    (neg_le_abs _).trans (le_max_right _ _)
  refine ⟨?_, fun h => ?_, fun h => ?_⟩
  · -- M (1 - a m) - m (1 - a M) = M - m
    rw [div_le_iff₀ hD]
    nlinarith [mul_nonneg hM.le (sub_nonneg.2 h1), mul_nonneg hm.le (sub_nonneg.2 h2)]
  · -- the two ends squeeze a (m + M) to 2
    rw [h, le_div_iff₀ hD] at h1 h2
    rw [eq_div_iff hD'.ne']
    have u1 : M * (a * (m + M)) ≤ M * 2 := by nlinarith
    have u2 : m * 2 ≤ m * (a * (m + M)) := by nlinarith
    exact le_antisymm (le_of_mul_le_mul_left u1 hM) (le_of_mul_le_mul_left u2 hm)
  · have n1 := hD.ne'
    have n2 := hD'.ne'
    have e1 : 1 - a * m = (M - m) / (M + m) := by
      rw [h]
      field_simp
      ring
    have e2 : 1 - a * M = -((M - m) / (M + m)) := by
      rw [h]
      field_simp
      ring
    rw [e1, e2, abs_neg, max_self, abs_of_nonneg (div_nonneg (sub_nonneg.2 hmM) hD.le)]
```

`optimal_step` states that for every real $a$, $\rho\le r$, with equality exactly when $a=2/(m+M)$. The hypothesis `hr` only names $r$, which `worst_factor` supplies and `hr.unique` identifies with the two-point maximum. The proof uses neither finite dimension nor the Hermitian half of `hS`. For $m=M$, as in one dimension, $\rho=0$, and $r=0$ exactly at $a=1/m$.

```lean
/-- For positive definite `S` with extreme eigenvalues `m`, `M` and any real step `a`, the
largest `|1 - a s|` is at least `(M - m)/(M + m)`, with equality iff `a = 2/(m + M)`. -/
theorem optimal_step {S : E →ₗ[𝕜] E} (hS : IsPosDef S) {m M a r : ℝ}
    (hm : IsLeast (eigs S) m) (hM : IsGreatest (eigs S) M)
    (hr : IsGreatest (modeFactors S a) r) :
    (M - m) / (M + m) ≤ r ∧ (r = (M - m) / (M + m) ↔ a = 2 / (m + M)) := by
  rw [hr.unique (worst_factor hm hM a)]
  exact two_point_minimax (eig_pos hS hm.1) (hm.2 hM.1) a
```

With $m=0<M$, a linearly dependent basis, $r=1=\rho$ for all $0\le a\le2/M$ and uniqueness fails. With $m=-1$ (impossible for an overlap matrix, whose eigenvalues are non-negative), $M=3$, $a=0$, one has $r=1<\rho=2$ and the bound fails.

The same signs give the window in `factor_lt_one_iff`. If $r<1$, then $1-am<1$ gives $a>0$ and $-1<1-aM$ gives $a<2/M$. Conversely, $0<am\le aM<2$ puts both end values in $(-1,1)$.

```lean
/-- For positive definite `S` with extreme eigenvalues `m`, `M`, the largest `|1 - a s|`
is below one exactly when `0 < a < 2/M`. -/
theorem factor_lt_one_iff {S : E →ₗ[𝕜] E} (hS : IsPosDef S) {m M a r : ℝ}
    (hm : IsLeast (eigs S) m) (hM : IsGreatest (eigs S) M)
    (hr : IsGreatest (modeFactors S a) r) : r < 1 ↔ 0 < a ∧ a < 2 / M := by
  have h0 := eig_pos hS hm.1
  have h1 := eig_pos hS hM.1
  have h2 : m ≤ M := hm.2 hM.1
  rw [hr.unique (worst_factor hm hM a), max_lt_iff, abs_lt, abs_lt, lt_div_iff₀ h1]
  constructor
  · rintro ⟨⟨_, p⟩, q, _⟩
    refine ⟨?_, by linarith⟩
    by_contra hneg
    nlinarith [not_lt.mp hneg]
  · rintro ⟨p, q⟩
    have p1 := mul_pos p h0
    have p2 := mul_le_mul_of_nonneg_left h2 p.le
    refine ⟨⟨?_, ?_⟩, ?_, ?_⟩ <;> linarith
```

## An exact solution $y$ is given

The hypothesis `S y = b` provides the reference point for the error $e=x-y$. Substituting $b=Sy$, the new error is $e'=x+a(Sy-Sx)-y=e-aSe$, by linearity alone; `step_error` does the same with `subst` and `map_sub`. Existence of $y$ is assumed, and if $b$ lies outside the range of $S$ there is no error to measure.

```lean
/-- If `S y = b`, one update maps the error `e = x - y` to `e - a S e`. -/
theorem step_error {S : E →ₗ[𝕜] E} {b y : E} (hb : S y = b) (a : ℝ) (x : E) :
    step S a b x - y = (x - y) - (a : 𝕜) • S (x - y) := by
  subst hb
  simp only [step, map_sub, smul_sub]
  abel
```

## Hermitian $S$ in finite dimension

These two conditions turn a statement on eigenvalues into one on norms. They give an orthonormal eigenbasis $B_i$ with real eigenvalues $\lambda_i$ (`B`, `lam`). Moving $S$ across the inner product, $\langle B_i,e'\rangle=(1-a\lambda_i)\langle B_i,e\rangle$ (`hi`), and Parseval's identity (`hP`) with $|1-a\lambda_i|\le r$ (`hl`) gives
$$\|e'\|^2=\sum_i|1-a\lambda_i|^2|\langle B_i,e\rangle|^2\le r^2\|e\|^2 .$$
Positivity is not needed.

```lean
/-- For Hermitian `S` in finite dimension and `S y = b`, one update multiplies the error
norm by at most the largest `|1 - a s|`. -/
theorem step_contraction [FiniteDimensional 𝕜 E] {S : E →ₗ[𝕜] E} (hS : S.IsSymmetric)
    {a r : ℝ} (hr : IsGreatest (modeFactors S a) r) {b y : E} (hb : S y = b) (x : E) :
    ‖step S a b x - y‖ ≤ r * ‖x - y‖ := by
  rw [step_error hb]
  generalize x - y = e
  have hr0 : 0 ≤ r := by
    obtain ⟨s, _, h⟩ := hr.1
    rw [h]; exact abs_nonneg _
  -- orthonormal eigenbasis
  obtain ⟨B, lam, hB⟩ : ∃ (B : OrthonormalBasis (Fin (finrank 𝕜 E)) 𝕜 E)
      (lam : Fin (finrank 𝕜 E) → ℝ), ∀ i, S (B i) = (lam i : 𝕜) • B i :=
    ⟨hS.eigenvectorBasis rfl, hS.eigenvalues rfl, hS.apply_eigenvectorBasis rfl⟩
  have hP : ∀ z : E, ‖z‖ ^ 2 = ∑ i, ‖inner 𝕜 (B i) z‖ ^ 2 := by
    intro z
    exact (B.sum_sq_norm_inner_right z).symm
  -- each component is scaled by 1 - a s
  have hi : ∀ i, inner 𝕜 (B i) (e - (a : 𝕜) • S e)
      = ((1 - a * lam i : ℝ) : 𝕜) * inner 𝕜 (B i) e := by
    intro i
    rw [inner_sub_right, inner_smul_right, ← hS (B i) e, hB, inner_smul_left,
      RCLike.conj_ofReal]
    push_cast
    ring
  have hl : ∀ i, |1 - a * lam i| ≤ r := fun i =>
    hr.2 ⟨lam i, ⟨B i, B.orthonormal.ne_zero i, hB i⟩, rfl⟩
  refine (pow_le_pow_iff_left₀ (norm_nonneg _) (by positivity) two_ne_zero).mp ?_
  rw [mul_pow, hP e, hP (e - (a : 𝕜) • S e), Finset.mul_sum]
  refine Finset.sum_le_sum fun i _ => ?_
  rw [hi, norm_mul, RCLike.norm_ofReal, mul_pow]
  exact mul_le_mul_of_nonneg_right (pow_le_pow_left₀ (abs_nonneg _) (hl i) 2) (sq_nonneg _)
```

Induction on the number $k$ of updates, using $r\ge0$, gives $\|e_k\|\le r^k\|e_0\|$, where $e_k$ is `(step S a b)^[k] x - y`.

```lean
/-- For Hermitian `S` in finite dimension and `S y = b`, the error norm after `k` updates
is at most `r ^ k` times the initial one, `r` being the largest `|1 - a s|`. -/
theorem iterate_bound [FiniteDimensional 𝕜 E] {S : E →ₗ[𝕜] E} (hS : S.IsSymmetric)
    {a r : ℝ} (hr : IsGreatest (modeFactors S a) r) {b y : E} (hb : S y = b) (x : E)
    (k : ℕ) : ‖(step S a b)^[k] x - y‖ ≤ r ^ k * ‖x - y‖ := by
  have hr0 : 0 ≤ r := by
    obtain ⟨s, _, h⟩ := hr.1
    rw [h]; exact abs_nonneg _
  induction k with
  | zero => simp
  | succ k ih =>
    rw [Function.iterate_succ_apply']
    calc _ ≤ r * ‖(step S a b)^[k] x - y‖ := step_contraction hS hr hb _
      _ ≤ r * (r ^ k * ‖x - y‖) := mul_le_mul_of_nonneg_left ih hr0
      _ = r ^ (k + 1) * ‖x - y‖ := by ring
```

The non-Hermitian real matrix $S=\begin{pmatrix}1&1\\0&1\end{pmatrix}$ has a positive quadratic form and $r=0$ at $a=1$, yet $e-Se\neq0$ for $e=(0,1)^T$. In infinite dimension, the identity on a line together with multiplication by the coordinate on $L^2[1,2]$ has the single eigenvalue $1$ and fails in the same way.

## One eigenvector attains the rate

`iterate_sharp` assumes only `S y = b` and $r=|1-as|$ for some eigenvalue $s$ with eigenvector $v$. Starting at $x=y+v$, each update gives $e_{k+1}=e_k-aSe_k=(1-as)e_k$, so $e_k=(1-as)^kv$ (`key`) and $\|e_k\|=r^k\|e_0\|$ for all $k$. For the greatest factor, this start meets the bound of `iterate_bound` with equality.

```lean
/-- If `S y = b` and `r = |1 - a s|` for a real eigenvalue `s`, some start `x ≠ y` has error norm
exactly `r ^ k` times the initial one after every number `k` of updates. -/
theorem iterate_sharp {S : E →ₗ[𝕜] E} {a r : ℝ} (hr : r ∈ modeFactors S a) {b y : E}
    (hb : S y = b) : ∃ x, x ≠ y ∧ ∀ k, ‖(step S a b)^[k] x - y‖ = r ^ k * ‖x - y‖ := by
  obtain ⟨s, ⟨v, hv, h⟩, rfl⟩ := hr
  -- start displaced along the eigenvector
  have key : ∀ k : ℕ, (step S a b)^[k] (y + v) - y = ((1 : 𝕜) - a * s) ^ k • v := by
    intro k
    induction k with
    | zero => simp
    | succ k ih =>
      rw [Function.iterate_succ_apply', step_error hb, ih, map_smul, h, pow_succ]
      module
  refine ⟨y + v, by simpa using hv, fun k => ?_⟩
  have hc : ((1 : 𝕜) - a * s) = ((1 - a * s : ℝ) : 𝕜) := by simp
  rw [key, norm_smul, norm_pow, hc, RCLike.norm_ofReal, add_sub_cancel_left]
```

## Rate at the optimal step

`optimal_rate` takes every hypothesis: `worst_factor` supplies $r$, `optimal_step` sets $r=\rho$ at $a=2/(m+M)$, and `iterate_bound` uses `hS.1` to give $\|e_k\|\le\rho^k\|e_0\|$. For a finite basis and a fixed real step, this is the best worst-case rate that the Richardson update reaches on a linear system in the overlap matrix, and a nearly dependent basis with $m\ll M$ puts $\rho$ close to one.

```lean
/-- For positive definite `S` in finite dimension and `S y = b`, `k` updates with step
`2/(m + M)` multiply the error norm by at most `((M - m)/(M + m)) ^ k`. -/
theorem optimal_rate [FiniteDimensional 𝕜 E] {S : E →ₗ[𝕜] E} (hS : IsPosDef S) {m M : ℝ}
    (hm : IsLeast (eigs S) m) (hM : IsGreatest (eigs S) M) {b y : E} (hb : S y = b)
    (x : E) (k : ℕ) :
    ‖(step S (2 / (m + M)) b)^[k] x - y‖ ≤ ((M - m) / (M + m)) ^ k * ‖x - y‖ := by
  have hr := worst_factor hm hM (2 / (m + M))
  rw [← (optimal_step hS hm hM hr).2.2 rfl]
  exact iterate_bound hS.1 hr hb x k

end RichardsonStep
```

```lean
#print axioms RichardsonStep.optimal_step
-- 'RichardsonStep.optimal_step' depends on axioms: [propext, Classical.choice, Quot.sound]
#print axioms RichardsonStep.factor_lt_one_iff
-- 'RichardsonStep.factor_lt_one_iff' depends on axioms: [propext, Classical.choice, Quot.sound]
#print axioms RichardsonStep.iterate_sharp
-- 'RichardsonStep.iterate_sharp' depends on axioms: [propext, Classical.choice, Quot.sound]
#print axioms RichardsonStep.optimal_rate
-- 'RichardsonStep.optimal_rate' depends on axioms: [propext, Classical.choice, Quot.sound]
```
